# Wigner's theorem for real-linear maps between complex inner-product spaces

A symmetry can be described as a map of physical states, which are rays, or as a map of the state vectors that represent them. This sheet takes vectors, and it takes the map $F$ to be additive: $F(x+y)=Fx+Fy$. The sum of two state vectors goes to the sum of their images, with no extra relative phase between the two. How $F$ acts on complex coefficients is not assumed; part (g) derives it. Wigner's theorem in its usual form starts from rays, and part of its work is to choose the phases of the image vectors so that such an $F$ exists. Here that choice counts as already made.

The vectors live in complex inner-product spaces $E$ and $H$, and $F$ maps $E$ to $H$. The spaces may have any dimension, zero included; they need not be complete, and $F$ need not be surjective. The overlap $\langle x,y\rangle$, written `⟪x, y⟫_ℂ` in the code, is linear in $y$ and conjugate-linear in $x$.

In Lean 4 with Mathlib:

```lean
import Mathlib

open scoped InnerProductSpace ComplexConjugate

namespace WignerRealLinear

noncomputable section

variable {E H : Type*} [NormedAddCommGroup E] [InnerProductSpace ℂ E]
  [NormedAddCommGroup H] [InnerProductSpace ℂ H]
```

The symmetry condition is that $F$ keeps the modulus of every overlap:
$$|\langle Fx,Fy\rangle|=|\langle x,y\rangle|\quad\text{for all }x,y\in E.$$
For unit vectors, the square of this modulus is the transition probability. The definition below states the condition for all vectors, normalised or not, and for any map `F : E → H`. Additivity enters later, through the type `E →+ H`.

```lean
/-- A map of state vectors preserves transition amplitudes in modulus:
`|⟨Fx, Fy⟩| = |⟨x, y⟩|` for all `x` and `y`. -/
def PreservesTransition (F : E → H) : Prop :=
  ∀ x y, ‖⟪F x, F y⟫_ℂ‖ = ‖⟪x, y⟫_ℂ‖
```

## (a) Norms

Show that a map satisfying the symmetry condition keeps the length of every vector:
$$\|Fx\|=\|x\|.$$

Set $y=x$ in the condition. Since $\langle x,x\rangle=\|x\|^2$ is real and non-negative, it equals its own modulus, and the same holds for $Fx$. Hence $\|Fx\|^2=\|x\|^2$. Both norms are non-negative, so they are equal.

Additivity is not needed here. In the code, `h2` is the equality of squares, and `sq_eq_sq₀` takes the root.

```lean
/-- A map that preserves the moduli of all overlaps preserves the norm of every vector. -/
theorem norm_map {F : E → H} (h : PreservesTransition F) (x : E) : ‖F x‖ = ‖x‖ := by
  have h2 : ‖F x‖ ^ 2 = ‖x‖ ^ 2 := by
    rw [← inner_self_eq_norm_sq (𝕜 := ℂ) (F x), ← inner_self_eq_norm_sq (𝕜 := ℂ) x,
      inner_self_re_eq_norm, inner_self_re_eq_norm]
    exact h x x
  exact (sq_eq_sq₀ (norm_nonneg _) (norm_nonneg _)).1 h2
```

## (b) Real parts of overlaps

Let $F$ also be additive. Show that
$$\operatorname{Re}\langle Fx,Fy\rangle=\operatorname{Re}\langle x,y\rangle.$$

Expand the squared norm of a sum in both spaces:
$$\|x+y\|^2=\|x\|^2+2\operatorname{Re}\langle x,y\rangle+\|y\|^2,$$
$$\|Fx+Fy\|^2=\|Fx\|^2+2\operatorname{Re}\langle Fx,Fy\rangle+\|Fy\|^2.$$
By additivity $Fx+Fy=F(x+y)$, so part (a) makes the two left-hand sides equal. It also gives $\|Fx\|=\|x\|$ and $\|Fy\|=\|y\|$. Subtracting the two lines leaves the claim.

The expansions are `h2` and `h1`. The rewrite with `map_add` and `norm_map` inserts additivity and part (a), and `linarith` does the subtraction.

```lean
/-- An additive map that preserves the moduli of overlaps preserves their real parts. -/
theorem re_inner_map {F : E →+ H} (h : PreservesTransition F) (x y : E) :
    (⟪F x, F y⟫_ℂ).re = (⟪x, y⟫_ℂ).re := by
  -- polarization: compare the norms of `F (x + y)` and `x + y`
  have h1 : ‖F x + F y‖ ^ 2 = ‖F x‖ ^ 2 + 2 * (⟪F x, F y⟫_ℂ).re + ‖F y‖ ^ 2 :=
    norm_add_sq (𝕜 := ℂ) _ _
  have h2 : ‖x + y‖ ^ 2 = ‖x‖ ^ 2 + 2 * (⟪x, y⟫_ℂ).re + ‖y‖ ^ 2 :=
    norm_add_sq (𝕜 := ℂ) _ _
  rw [← map_add, norm_map h (x + y), norm_map h x, norm_map h y] at h1
  linarith
```

## (c) Imaginary parts, one pair at a time

Show that for each pair $x,y$
$$\operatorname{Im}\langle Fx,Fy\rangle=\operatorname{Im}\langle x,y\rangle\quad\text{or}\quad\operatorname{Im}\langle Fx,Fy\rangle=-\operatorname{Im}\langle x,y\rangle.$$

Square the symmetry condition and write each squared modulus as a sum of squares:
$$(\operatorname{Re}\langle Fx,Fy\rangle)^2+(\operatorname{Im}\langle Fx,Fy\rangle)^2=(\operatorname{Re}\langle x,y\rangle)^2+(\operatorname{Im}\langle x,y\rangle)^2.$$
The real parts agree by (b), so the squares of the imaginary parts agree. Two real numbers with equal squares are equal or opposite.

The equation `e` is the displayed identity after (b) has been inserted. At this stage the sign may still differ from one pair to the next.

```lean
/-- For each pair of vectors, the imaginary part of the overlap is either kept or reversed. -/
theorem im_inner_map {F : E →+ H} (h : PreservesTransition F) (x y : E) :
    (⟪F x, F y⟫_ℂ).im = (⟪x, y⟫_ℂ).im ∨ (⟪F x, F y⟫_ℂ).im = -(⟪x, y⟫_ℂ).im := by
  have e : ‖⟪F x, F y⟫_ℂ‖ ^ 2 = ‖⟪x, y⟫_ℂ‖ ^ 2 := by rw [h x y]
  rw [Complex.sq_norm, Complex.sq_norm, Complex.normSq_apply, Complex.normSq_apply,
    re_inner_map h x y] at e
  exact sq_eq_sq_iff_eq_or_eq_neg.1 (by linear_combination e)
```

## (d) From individual choices to a single one

Let $G$ be an abelian group and let $P$ and $Q$ be properties of its elements. Suppose that every element has at least one of them, and that each property passes from $a$ and $b$ to $a-b$. Show that
$$(\forall x\in G,\ P(x))\quad\text{or}\quad(\forall x\in G,\ Q(x)).$$

Suppose neither holds. Then some $a$ lacks $P$ and some $b$ lacks $Q$, so $a$ has $Q$ and $b$ has $P$. Now consider $a+b$.

- If $a+b$ has $P$, then so does $(a+b)-b=a$, a contradiction.
- If $a+b$ has $Q$, then so does $(a+b)-a=b$, a contradiction.

The code follows the same route: `by_contra` supplies $a$ and $b$, and `rcases` splits on the property of $a+b$.

```lean
/-- If every element of an abelian group has at least one of two properties, and each property
passes to differences, then one of the two properties holds for all elements. -/
theorem global_choice {G : Type*} [AddCommGroup G] (P Q : G → Prop)
    (hP : ∀ a b, P a → P b → P (a - b)) (hQ : ∀ a b, Q a → Q b → Q (a - b))
    (h : ∀ x, P x ∨ Q x) : (∀ x, P x) ∨ (∀ x, Q x) := by
  by_contra hc
  rw [not_or, not_forall, not_forall] at hc
  obtain ⟨⟨a, ha⟩, ⟨b, hb⟩⟩ := hc
  have haQ : Q a := (h a).resolve_left ha
  have hbP : P b := (h b).resolve_right hb
  -- the sum `a + b` can have neither property
  rcases h (a + b) with hab | hab
  · exact ha (by simpa using hP _ _ hab hbP)
  · exact hb (by simpa using hQ _ _ hab haQ)
```

## (e) One sign for all pairs

Let $F$ be additive and satisfy the symmetry condition. Show that one of two alternatives holds throughout the space:
$$\langle Fx,Fy\rangle=\langle x,y\rangle\ \text{ for all }x,y,\quad\text{or}\quad\langle Fx,Fy\rangle=\langle y,x\rangle\ \text{ for all }x,y.$$

Fix $x$. Let $P(y)$ say that the imaginary part is kept, and $Q(y)$ that it is reversed. By (c), every $y$ has one of these properties. Both pass to differences: if $a$ and $b$ share the sign $s=\pm1$, then
$$\operatorname{Im}\langle Fx,F(a-b)\rangle=\operatorname{Im}\langle Fx,Fa\rangle-\operatorname{Im}\langle Fx,Fb\rangle=s\operatorname{Im}\langle x,a-b\rangle.$$
By (d), one sign serves all $y$, though it may still depend on $x$.

Next, let $P(x)$ say that the imaginary part is kept for all $y$, and $Q(x)$ that it is reversed for all $y$. The previous step shows that every $x$ has one of these properties. The same calculation in the first argument shows that both pass to differences. A second use of (d) gives one sign for all $x$ and $y$.

Now combine this with (b). With the plus sign, real and imaginary parts both agree, so the overlaps are equal. With the minus sign, $\langle Fx,Fy\rangle=\overline{\langle x,y\rangle}=\langle y,x\rangle$.

The two uses of (d) are `hx` and `hg`. At the end, `Complex.ext` assembles an overlap from its real and imaginary parts, and `inner_conj_symm` rewrites the overlap with exchanged arguments as a conjugate.

```lean
/-- Wigner's theorem for additive maps: if the moduli of all overlaps are preserved, then either all
overlaps are preserved or all overlaps are complex-conjugated. -/
theorem wigner_additive {F : E →+ H} (h : PreservesTransition F) :
    (∀ x y, ⟪F x, F y⟫_ℂ = ⟪x, y⟫_ℂ) ∨ (∀ x y, ⟪F x, F y⟫_ℂ = ⟪y, x⟫_ℂ) := by
  -- for fixed `x` the sign of the imaginary part does not depend on `y`
  have hx : ∀ x, (∀ y, (⟪F x, F y⟫_ℂ).im = (⟪x, y⟫_ℂ).im) ∨
      (∀ y, (⟪F x, F y⟫_ℂ).im = -(⟪x, y⟫_ℂ).im) := by
    intro x
    refine global_choice (fun y => (⟪F x, F y⟫_ℂ).im = (⟪x, y⟫_ℂ).im)
      (fun y => (⟪F x, F y⟫_ℂ).im = -(⟪x, y⟫_ℂ).im) ?_ ?_ (im_inner_map h x)
    all_goals
      intro a b ha hb
      simp only [map_sub, inner_sub_right, Complex.sub_im] at ha hb ⊢
      linarith
  -- nor does it depend on `x`
  have hg := global_choice (fun x => ∀ y, (⟪F x, F y⟫_ℂ).im = (⟪x, y⟫_ℂ).im)
    (fun x => ∀ y, (⟪F x, F y⟫_ℂ).im = -(⟪x, y⟫_ℂ).im)
    (by
      intro a b ha hb y
      have h1 := ha y
      have h2 := hb y
      simp only [map_sub, inner_sub_left, Complex.sub_im] at h1 h2 ⊢
      linarith)
    (by
      intro a b ha hb y
      have h1 := ha y
      have h2 := hb y
      simp only [map_sub, inner_sub_left, Complex.sub_im] at h1 h2 ⊢
      linarith) hx
  rcases hg with hl | hr
  · exact Or.inl fun x y => Complex.ext (re_inner_map h x y) (hl x y)
  · refine Or.inr fun x y => ?_
    rw [← inner_conj_symm y x]
    exact Complex.ext (by rw [Complex.conj_re]; exact re_inner_map h x y)
      (by rw [Complex.conj_im]; exact hr x y)
```

## (f) The real-linear case as an equivalence

Let $F$ be real-linear. Show that the symmetry condition is equivalent to the alternative found in (e):
$$\big(\forall x,y:\ |\langle Fx,Fy\rangle|=|\langle x,y\rangle|\big)\iff\big(\forall x,y:\ \langle Fx,Fy\rangle=\langle x,y\rangle\big)\ \text{or}\ \big(\forall x,y:\ \langle Fx,Fy\rangle=\langle y,x\rangle\big).$$

A real-linear map is additive, so (e) gives the forward direction. Conversely, take moduli in either alternative. In the second one, use $|\langle y,x\rangle|=|\langle x,y\rangle|$.

The type `E →ₗ[ℝ] H` expresses real linearity, and `F.toAddMonoidHom` retains only the additivity that (e) needs.

```lean
/-- Wigner's theorem for real-linear maps: the moduli of all overlaps are preserved exactly when all
overlaps are preserved or all overlaps are complex-conjugated. -/
theorem wigner_real_linear (F : E →ₗ[ℝ] H) :
    PreservesTransition F ↔
      (∀ x y, ⟪F x, F y⟫_ℂ = ⟪x, y⟫_ℂ) ∨ (∀ x y, ⟪F x, F y⟫_ℂ = ⟪y, x⟫_ℂ) := by
  constructor
  · intro h
    exact wigner_additive (F := F.toAddMonoidHom) h
  · rintro (h | h)
    · exact fun x y => by rw [h x y]
    · exact fun x y => by rw [h x y]; exact norm_inner_symm y x
```

## (g) Complex scalars

Let $F$ be additive and satisfy the symmetry condition. Show that
$$F(cx)=c\,Fx\ \text{ for all }c\in\mathbb C,\ x\in E,\quad\text{or}\quad F(cx)=\bar c\,Fx\ \text{ for all }c\in\mathbb C,\ x\in E.$$

Suppose first that overlaps are preserved, and put $d=F(cx)-c\,Fx$. Then
$$\langle d,d\rangle=\langle F(cx),F(cx)\rangle-c\langle F(cx),Fx\rangle-\bar c\langle Fx,F(cx)\rangle+|c|^2\langle Fx,Fx\rangle.$$
Here $\langle F(cx),Fx\rangle=\langle cx,x\rangle=\bar c\|x\|^2$ and $\langle Fx,F(cx)\rangle=\langle x,cx\rangle=c\|x\|^2$. The right-hand side is therefore $|c|^2\|x\|^2(1-1-1+1)=0$, and $d=0$.

If instead $\langle Fx,Fy\rangle=\langle y,x\rangle$ for all $x,y$, put $d=F(cx)-\bar c\,Fx$. Then
$$\langle d,d\rangle=\langle F(cx),F(cx)\rangle-\bar c\langle F(cx),Fx\rangle-c\langle Fx,F(cx)\rangle+|c|^2\langle Fx,Fx\rangle.$$
Now $\langle F(cx),Fx\rangle=\langle x,cx\rangle=c\|x\|^2$ and $\langle Fx,F(cx)\rangle=\langle cx,x\rangle=\bar c\|x\|^2$, and the four terms cancel as before.

For symmetries given by additive maps of state vectors, this is the division in quantum mechanics between linear symmetries such as rotations and antilinear ones such as time reversal. In the code, `inner_self_eq_zero` reduces each claim to $\langle d,d\rangle=0$, `simp only` expands the overlap, and `ring` cancels the terms.

```lean
/-- An additive map that preserves the moduli of overlaps is either complex-linear or
conjugate-linear in its action on scalars. -/
theorem linear_or_antilinear {F : E →+ H} (h : PreservesTransition F) :
    (∀ (c : ℂ) x, F (c • x) = c • F x) ∨ (∀ (c : ℂ) x, F (c • x) = conj c • F x) := by
  -- in each case the difference of the two sides has norm zero
  rcases wigner_additive h with hl | hr
  · refine Or.inl fun c x => ?_
    rw [← sub_eq_zero, ← inner_self_eq_zero (𝕜 := ℂ)]
    simp only [inner_sub_left, inner_sub_right, inner_smul_left, inner_smul_right, hl]
    ring
  · refine Or.inr fun c x => ?_
    rw [← sub_eq_zero, ← inner_self_eq_zero (𝕜 := ℂ)]
    simp only [inner_sub_left, inner_sub_right, inner_smul_left, inner_smul_right, hr,
      Complex.conj_conj]
    ring
```

## (h) The two alternatives exclude each other

Let $E$ contain a nonzero vector, and let $F$ be any map from $E$ to $H$. Show that
$$\neg\Big[\big(\forall x,y:\ \langle Fx,Fy\rangle=\langle x,y\rangle\big)\ \text{and}\ \big(\forall x,y:\ \langle Fx,Fy\rangle=\langle y,x\rangle\big)\Big].$$

If both held, then $\langle x,y\rangle=\langle y,x\rangle$ for all $x,y$. Choose $x\neq0$ and $y=ix$. The left side is $i\|x\|^2$ and the right side is $-i\|x\|^2$, so $2i\|x\|^2=0$, which contradicts $x\ne0$.

The assumption `Nontrivial E` provides the nonzero vector. On the zero space every overlap vanishes, and an additive $F$ satisfies both alternatives.

```lean
/-- On a nonzero space no map both preserves all overlaps and complex-conjugates all overlaps. -/
theorem not_both [Nontrivial E] (F : E → H) :
    ¬ ((∀ x y, ⟪F x, F y⟫_ℂ = ⟪x, y⟫_ℂ) ∧ (∀ x y, ⟪F x, F y⟫_ℂ = ⟪y, x⟫_ℂ)) := by
  rintro ⟨h1, h2⟩
  obtain ⟨x, hx⟩ := exists_ne (0 : E)
  -- the overlap of `x` with `i x` is purely imaginary and nonzero
  have e := (h1 x (Complex.I • x)).symm.trans (h2 x (Complex.I • x))
  rw [inner_smul_right, inner_smul_left, Complex.conj_I] at e
  have e2 : 2 * Complex.I * ⟪x, x⟫_ℂ = 0 := by linear_combination e
  exact hx (by simpa using e2)
```

## (i) Applying the symmetry twice

Let $F$ be an additive map from $E$ to itself that satisfies the symmetry condition. Show that
$$\langle F(Fx),F(Fy)\rangle=\langle x,y\rangle.$$

If $F$ preserves overlaps, use this twice. If $F$ exchanges their arguments, then
$$\langle F(Fx),F(Fy)\rangle=\langle Fy,Fx\rangle=\langle x,y\rangle.$$

This applies to time reversal, but it does not fix the sign of its square. The relation $F(Fx)=-x$ behind Kramers degeneracy is a separate physical input. The proof splits on the two cases of (e) and rewrites twice in each.

```lean
/-- Applying an additive map that preserves the moduli of overlaps twice preserves the
overlaps themselves. -/
theorem inner_map_map {F : E →+ E} (h : PreservesTransition F) (x y : E) :
    ⟪F (F x), F (F y)⟫_ℂ = ⟪x, y⟫_ℂ := by
  rcases wigner_additive h with hl | hr
  · rw [hl (F x) (F y), hl x y]
  · rw [hr (F x) (F y), hr y x]
```

## (j) Preserving norms is too weak

On $\mathbb C^2$, with components numbered 0 and 1, let $K(x_0,x_1)=(x_0,\overline{x_1})$. Show that $K$ preserves all norms but violates the symmetry condition:
$$\|Kx\|=\|x\|\ \text{ for all }x,\quad\text{but}\quad|\langle Ku,Kv\rangle|\neq|\langle u,v\rangle|\ \text{ for some }u,v.$$

Conjugation does not change a modulus, so $\|Kx\|^2=|x_0|^2+|\overline{x_1}|^2=\|x\|^2$. For the overlaps take $u=(1,1)$ and $v=(i,i)$. Then $\langle u,v\rangle=2i$. The images are $Ku=(1,1)$ and $Kv=(i,-i)$, with overlap $i-i=0$.

After division of both vectors by $\sqrt2$, the modulus of the overlap drops from 1 to 0. Since $v=iu$, the two vectors represent the same physical state, yet $K$ sends them to orthogonal states.

The map is defined first, together with the proof that it is additive.

```lean
/-- Complex conjugation of the second amplitude only, on a two-level system. -/
def conjSecond : EuclideanSpace ℂ (Fin 2) →+ EuclideanSpace ℂ (Fin 2) where
  toFun x := !₂[x 0, conj (x 1)]
  map_zero' := by ext i; fin_cases i <;> simp
  map_add' x y := by ext i; fin_cases i <;> simp
```

The theorem then treats the norms componentwise and evaluates the overlap condition at $u$ and $v$, where it becomes a false equation between numbers.

```lean
/-- Conjugating only the second amplitude preserves every norm but does not preserve the
moduli of all overlaps. -/
theorem conjSecond_sharp :
    (∀ x, ‖conjSecond x‖ = ‖x‖) ∧ ¬ PreservesTransition conjSecond := by
  constructor
  · intro x
    simp [EuclideanSpace.norm_eq, Fin.sum_univ_two, conjSecond]
  · intro h
    -- the overlap of (1, 1) with (i, i) is 2i before and 0 after
    have e := (h !₂[1, 1] !₂[Complex.I, Complex.I]).symm
    simp [conjSecond, PiLp.inner_apply, Fin.sum_univ_two] at e

end

end WignerRealLinear
```

```lean
#print axioms WignerRealLinear.wigner_real_linear
#print axioms WignerRealLinear.not_both
#print axioms WignerRealLinear.inner_map_map
#print axioms WignerRealLinear.conjSecond_sharp
```

```
'WignerRealLinear.wigner_real_linear' depends on axioms: [propext, Classical.choice, Quot.sound]
'WignerRealLinear.not_both' depends on axioms: [propext, Classical.choice, Quot.sound]
'WignerRealLinear.inner_map_map' depends on axioms: [propext, Classical.choice, Quot.sound]
'WignerRealLinear.conjSecond_sharp' depends on axioms: [propext, Classical.choice, Quot.sound]
```
